# The momentum-integrated screening correction to the Coulomb interaction is not differentiable in the squared screening wavevector at zero

Replacing the bare Coulomb interaction 4π/q² by the screened form 4π/(q² + k²) changes the interaction at each momentum q, and the screening integral is this change, weighted by q² and integrated over all positive q. The lemma says that no real function f, differentiable at 0, satisfies f(k²) = the screening integral for all sufficiently small positive k. The screened form is taken as given, with a constant k that does not depend on q. The attempt supposes such an f exists and uses the chain rule to show that f(k²) has zero slope in k at the origin. An earlier theorem in the file gives the integral as −2π²k for k > 0, so its right-hand slope is −2π², a contradiction.

An attempt in Lean 4 with a fault in it:

```lean
import Mathlib

open Filter Topology Set MeasureTheory
open scoped Real

namespace RingScreening

noncomputable section

/-- The bare Coulomb interaction 4π/q² at momentum q ≠ 0. -/
def coulomb (q : ℝ) : ℝ := 4 * π / q ^ 2

/-- The screened interaction 4π/(q² + k²), for q and k not both zero. -/
def screened (k q : ℝ) : ℝ := 4 * π / (q ^ 2 + k ^ 2)

/-- The integral of q²(W − v) over all positive momenta, for k > 0. -/
def screeningIntegral (k : ℝ) : ℝ :=
  ∫ q in Ioi (0 : ℝ), q ^ 2 * (screened k q - coulomb q)

/-- For k > 0, the resummed difference q²(W − v) is integrable over all positive momenta, and its
integral is −2π²k. -/
theorem screeningIntegral_eq {k : ℝ} (hk : 0 < k) :
    IntegrableOn (fun q => q ^ 2 * (screened k q - coulomb q)) (Ioi 0) ∧
      screeningIntegral k = -(2 * π ^ 2) * k := by
  -- the primitive is an arctangent
  have hd : ∀ q ∈ Ici (0 : ℝ), HasDerivAt (fun x => -(4 * π * k) * Real.arctan (x / k))
      (-(4 * π * k ^ 2) / (q ^ 2 + k ^ 2)) q := by
    intro q _
    have hne : q ^ 2 + k ^ 2 ≠ 0 := by positivity
    have h : HasDerivAt (fun x => -(4 * π * k) * Real.arctan (x / k))
        (-(4 * π * k) * (1 / (1 + (q / k) ^ 2) * (1 / k))) q :=
      (((hasDerivAt_id' q).div_const k).arctan).const_mul (-(4 * π * k))
    have e : 1 + (q / k) ^ 2 = (q ^ 2 + k ^ 2) / k ^ 2 := by
      rw [div_pow, add_div, div_self (pow_ne_zero 2 hk.ne'), add_comm]
    refine h.congr_deriv ?_
    rw [e]
    field_simp
  have hneg : ∀ q ∈ Ioi (0 : ℝ), -(4 * π * k ^ 2) / (q ^ 2 + k ^ 2) ≤ 0 := by
    intro q _
    exact div_nonpos_of_nonpos_of_nonneg (neg_nonpos.mpr (by positivity)) (by positivity)
  have hlim : Tendsto (fun x => -(4 * π * k) * Real.arctan (x / k)) atTop
      (𝓝 (-(4 * π * k) * (π / 2))) :=
    ((Real.tendsto_arctan_atTop.mono_right nhdsWithin_le_nhds).comp
      (tendsto_id.atTop_div_const hk)).const_mul _
  have heq : EqOn (fun q => -(4 * π * k ^ 2) / (q ^ 2 + k ^ 2))
      (fun q => q ^ 2 * (screened k q - coulomb q)) (Ioi 0) := by
    intro q hq
    have hq0 : q ≠ 0 := ne_of_gt hq
    have hne : q ^ 2 + k ^ 2 ≠ 0 := by positivity
    simp only [screened, coulomb]
    field_simp
    ring
  constructor
  · exact (integrableOn_Ioi_deriv_of_nonpos' hd hneg hlim).congr_fun heq measurableSet_Ioi
  · rw [screeningIntegral, ← setIntegral_congr_fun measurableSet_Ioi heq,
      integral_Ioi_of_hasDerivAt_of_nonpos' hd hneg hlim, zero_div, Real.arctan_zero]
    ring

/-- No function of k² that is differentiable at k² = 0 agrees with the screening integral
for all small positive k. -/
theorem screeningIntegral_not_differentiable_in_sq :
    ¬ ∃ f : ℝ → ℝ, DifferentiableAt ℝ f 0 ∧
      ∀ᶠ k in 𝓝[>] (0 : ℝ), f (k ^ 2) = screeningIntegral k := by
  rintro ⟨f, hf, hfk⟩
  -- a differentiable function of k² has zero slope in k at the origin
  have h0 : HasDerivAt f (deriv f 0) ((0 : ℝ) ^ 2) := by
    rw [zero_pow two_ne_zero]
    exact hf.hasDerivAt
  have hg : HasDerivAt (fun k : ℝ => f (k ^ 2)) 0 0 :=
    (h0.comp (0 : ℝ) (hasDerivAt_pow 2 (0 : ℝ))).congr_deriv (by simp)
  have hl : HasDerivAt (fun k : ℝ => -(2 * π ^ 2) * k) (-(2 * π ^ 2)) 0 :=
    ((hasDerivAt_id' (0 : ℝ)).const_mul (-(2 * π ^ 2))).congr_deriv (mul_one _)
  have heq : (fun k : ℝ => f (k ^ 2)) =ᶠ[𝓝[>] 0] (fun k : ℝ => -(2 * π ^ 2) * k) := by
    filter_upwards [hfk, self_mem_nhdsWithin] with k h1 h2
    exact h1.trans (screeningIntegral_eq h2).2
  have hz := tendsto_nhds_unique_of_eventuallyEq
    (hg.continuousAt.tendsto.mono_left nhdsWithin_le_nhds)
    (hl.continuousAt.tendsto.mono_left nhdsWithin_le_nhds) heq
  -- the integral has right-hand slope −2π², a contradiction
  have hu := (uniqueDiffWithinAt_Ioi (0 : ℝ)).eq_deriv _ hg.hasDerivWithinAt
    (hl.hasDerivWithinAt.congr_of_eventuallyEq heq hz)
  have hpi := pow_pos Real.pi_pos 2
  linarith

end

end RingScreening
```

Messages:

```
Main.lean:70:21: error: Application type mismatch: The argument
  hasDerivAt_pow 2 0
has type
  HasDerivAt (fun x => x ^ 2) (↑2 * 0 ^ (2 - 1)) 0
but is expected to have type
  HasDerivAt (Real.mul✝ (npowRec 1 0)) ?m.148 0
in the application
  HasDerivAt.comp 0 h0 (hasDerivAt_pow 2 0)
Main.lean:70:65: error: `simp` made no progress
```

Cause. The first error comes from applying the chain rule, `HasDerivAt.comp`. Lean had to find an inner function whose value at 0 is the point `0 ^ 2` in `h0`. It unfolded the power into a product and took the inner function to be `Real.mul (npowRec 1 0)`, which is multiplication by a fixed number, not squaring. `hasDerivAt_pow 2 0`, which is about `fun x => x ^ 2`, then did not fit. The second error, from `simp`, appears to follow from the first, which left the inner derivative undetermined (`?m.148`).

The cure is the stated type of `hc`, which names the composition `f ∘ fun k : ℝ => k ^ 2`, so Lean no longer has to guess the inner function. In the original, the call to `comp` sat inside `.congr_deriv` and had no such type to guide it. `hsq` first shows that squaring has derivative 0 at 0, so `hc` has derivative `deriv f 0 * 0`. `mul_zero` turns this into the 0 required by `hg`, whose function is the same composition written out.

The change, after which it compiles:

```diff
@@ -67,6 +67,9 @@
     rw [zero_pow two_ne_zero]
     exact hf.hasDerivAt
-  have hg : HasDerivAt (fun k : ℝ => f (k ^ 2)) 0 0 :=
-    (h0.comp (0 : ℝ) (hasDerivAt_pow 2 (0 : ℝ))).congr_deriv (by simp)
+  have hsq : HasDerivAt (fun k : ℝ => k ^ 2) 0 0 :=
+    (hasDerivAt_pow 2 (0 : ℝ)).congr_deriv (by simp)
+  have hc : HasDerivAt (f ∘ fun k : ℝ => k ^ 2) (deriv f 0 * 0) 0 :=
+    HasDerivAt.comp (0 : ℝ) h0 hsq
+  have hg : HasDerivAt (fun k : ℝ => f (k ^ 2)) 0 0 := hc.congr_deriv (mul_zero _)
   have hl : HasDerivAt (fun k : ℝ => -(2 * π ^ 2) * k) (-(2 * π ^ 2)) 0 :=
     ((hasDerivAt_id' (0 : ℝ)).const_mul (-(2 * π ^ 2))).congr_deriv (mul_one _)
```
